# Catalan-number energy terms solve the secular equation DE = −NK² + E² order by order in the coupling, for a positive gap

For a gap D > 0, a real coupling K and a natural number N, the lemma concerns energy terms of order 2n + 2 in K, each given explicitly as −(−1)ⁿCₙ(NK²)ⁿ⁺¹/D²ⁿ⁺¹, where Cₙ is the n-th Catalan number. It states that D times the lowest term is −NK², and that D times term n + 1 is the sum of the products of terms i and j over all i + j = n. These are the equations got by matching powers of K in DE = −NK² + E²; nothing is claimed about whether the series converges. The attempt proves the first equation by unfolding the definition and simplifying, and the second by taking a common factor out of the products and summing the rest with the Catalan recursion.

The failing Lean file:

```lean
import Mathlib

open Filter Topology Finset

namespace OrderByOrder

noncomputable section

/-- The energy contribution of order `2n + 2` in the coupling `K`, for a gap `D ≠ 0`. -/
def term (N : ℕ) (K D : ℝ) (n : ℕ) : ℝ :=
  -((-1) ^ n * (catalan n : ℝ) * (N * K ^ 2) ^ (n + 1) / D ^ (2 * n + 1))

/-- For a positive gap, the terms solve the secular equation `D E = -N K² + E²` order by order
in the coupling. -/
theorem order_by_order (N : ℕ) (K : ℝ) {D : ℝ} (hD : 0 < D) :
    D * term N K D 0 = -(N * K ^ 2) ∧
    ∀ n, D * term N K D (n + 1)
      = ∑ ij ∈ antidiagonal n, term N K D ij.1 * term N K D ij.2 := by
  constructor
  · simp only [term, catalan_zero]
    field_simp <;> simp
  · intro n
    have hprod : ∀ ij ∈ antidiagonal n, term N K D ij.1 * term N K D ij.2
        = (-1) ^ n * (N * K ^ 2) ^ (n + 2) / D ^ (2 * n + 2)
          * ((catalan ij.1 : ℝ) * catalan ij.2) := by
      rintro ⟨i, j⟩ hij
      obtain rfl := mem_antidiagonal.1 hij
      simp only [term]
      ring
    -- the Catalan convolution collects all products of lower orders
    have hc : (catalan (n + 1) : ℝ)
        = ∑ ij ∈ antidiagonal n, (catalan ij.1 : ℝ) * catalan ij.2 := by
      exact_mod_cast catalan_succ' n
    rw [sum_congr rfl hprod, ← mul_sum, ← hc]
    simp only [term]
    rw [show 2 * (n + 1) + 1 = (2 * n + 2) + 1 by ring, pow_succ D (2 * n + 2),
      pow_succ (-1 : ℝ) n]
    field_simp <;> ring

end

end OrderByOrder
```

Messages:

```
Main.lean:20:2: error: unsolved goals
case left
N : ℕ
K D : ℝ
hD : 0 < D
⊢ D * (↑N * K ^ 2) = ↑N * K ^ 2 * D
```

Cause. The error is in the first part, the lowest-order equation. After `field_simp <;> simp` the goal `D * (↑N * K ^ 2) = ↑N * K ^ 2 * D` is left. It is true, and its two sides differ only in the order of the factors. But `simp` does not use commutativity of multiplication by default, so it doesn't bring the two sides to the same form, and the goal stays open.

The repair adds `ring` after `simp`. It proves identities in commutative rings, reordering factors as needed, and so closes this goal. Writing `field_simp` and `simp` on separate lines instead of joining them with `<;>` is mere tidying.

So is the change at the end of the second part, where `field_simp <;> ring` becomes `field_simp`. There `field_simp` already closes the goal, and since `<;>` runs the next tactic only on goals that remain, `ring` had nothing to do and caused no error.

Lean accepts the file once it reads:

```diff
@@ -19,5 +19,7 @@
   constructor
   · simp only [term, catalan_zero]
-    field_simp <;> simp
+    field_simp
+    simp
+    ring
   · intro n
     have hprod : ∀ ij ∈ antidiagonal n, term N K D ij.1 * term N K D ij.2
@@ -36,5 +38,5 @@
     rw [show 2 * (n + 1) + 1 = (2 * n + 2) + 1 by ring, pow_succ D (2 * n + 2),
       pow_succ (-1 : ℝ) n]
-    field_simp <;> ring
+    field_simp
 
 end
```
